# The Wick rule for powers of a linear form under a centred Gaussian expectation

In a calculation with explicitly correlated Gaussians that carry no polynomial prefactors, a matrix element of a power of \(x_1-x_2\) can be evaluated by multiplying the two basis functions into one Gaussian, taking out its overlap integral, and averaging the power over the normalised Gaussian that remains. Suppose that, along one Cartesian axis, the product is \(e^{-x^TMx}\) with

\[
x^TMx=a(x_1^2+x_2^2)+c(x_1-x_2)^2,\qquad a>0,\quad a+2c>0 .
\]

The covariance is \(K=(2M)^{-1}\). For \(t=(1,-1)\) this gives \(t^TKt=1/(a+2c)\), so the average of \((x_1-x_2)^4\) is \(3/(a+2c)^2\), and odd powers average to zero. For such centred Gaussians, the rule below reduces every power of a linear form to one quadratic form.

## From integration by parts to double factorials

Let \(E\) be a real linear functional on real polynomials in \(X_1,\dots,X_n\), and \(K\) a real \(n\times n\) matrix, with

\[
E(1)=1,\qquad E(X_iq)=\sum_j K_{ij}E(\partial_jq)\quad\text{for all } i \text{ and } q.
\]

For the Gaussian average above, the second condition is integration by parts: \(\partial_j e^{-x^TMx}=-2(Mx)_je^{-x^TMx}\) gives \(E(\partial_jq)=\sum_i 2M_{ji}E(X_iq)\), and \(K\) inverts \(2M\).

Put \(L=\sum_i t_iX_i\) with \(t\) real. Then \(\partial_jL=t_j\), and linearity gives

\[
E(Lq)=\sum_j (t^TK)_jE(\partial_jq).
\]

With \(q=L^{p+1}\) and \(\partial_jL^{p+1}=(p+1)t_jL^p\), this becomes

\[
E(L^{p+2})=(p+1)(t^TKt)E(L^p).
\]

The even powers start from \(E(1)=1\), the odd ones from \(E(L)=0\), which is the case \(q=1\). Since \((2k+1)!!=(2k+1)(2k-1)!!\) and \((-1)!!=1\), induction on \(k\) yields

\[
E(L^{2k})=(2k-1)!!\,(t^TKt)^k,\qquad E(L^{2k+1})=0 .
\]

## The functional and its covariance in Lean

```lean
import Mathlib

open MvPolynomial (X pderiv monomial)
open scoped Matrix Nat

namespace GaussianWickRule

noncomputable section

variable {n m : ℕ}
```

Coordinates are indexed by `Fin n`, and `linearForm t` is \(L\).

```lean
/-- The linear form `∑ t_i X_i` in the coordinates `X_i`. -/
def linearForm (t : Fin n → ℝ) : MvPolynomial (Fin n) ℝ := ∑ i, t i • X i
```

The predicate `IsGaussian K E` holds the two conditions. It mentions no integral and demands neither symmetry nor positivity of \(K\); the link to a Gaussian density is the integration by parts above, done by hand.

```lean
/-- A linear functional `E` on polynomials is a Gaussian expectation with covariance `K` if it is
normalised and obeys the integration-by-parts rule `E(X_i q) = ∑_j K_ij E(∂_j q)`. -/
structure IsGaussian (K : Matrix (Fin n) (Fin n) ℝ) (E : MvPolynomial (Fin n) ℝ →ₗ[ℝ] ℝ) :
    Prop where
  one : E 1 = 1
  parts : ∀ i q, E (X i * q) = ∑ j, K i j * E (pderiv j q)
```

The gradient of \(L\) is \(t\):

```lean
/-- The derivative of `∑ t_i X_i` along the coordinate `X_j` is the constant `t_j`. -/
theorem pderiv_linearForm (t : Fin n → ℝ) (j : Fin n) :
    pderiv j (linearForm t) = t j • (1 : MvPolynomial (Fin n) ℝ) := by
  simp [linearForm, MvPolynomial.pderiv_X, Pi.single_apply]
```

Integration by parts then passes from a coordinate to \(L\). Lean writes the row vector \(t^TK\) as `t ᵥ* K`, and `Finset.sum_comm` exchanges the sums over \(i\) and \(j\).

```lean
variable {K : Matrix (Fin n) (Fin n) ℝ} {E : MvPolynomial (Fin n) ℝ →ₗ[ℝ] ℝ}

/-- Integration by parts for a linear form: a factor `∑ t_i X_i` under a Gaussian expectation
is traded for a derivative along the vector `tᵀ K`. -/
theorem IsGaussian.linear (h : IsGaussian K E) (t : Fin n → ℝ) (q : MvPolynomial (Fin n) ℝ) :
    E (linearForm t * q) = ∑ j, (t ᵥ* K) j * E (pderiv j q) := by
  simp only [linearForm, Finset.sum_mul, smul_mul_assoc, map_sum, map_smul, smul_eq_mul,
    h.parts, Finset.mul_sum, Matrix.vecMul, dotProduct, mul_assoc]
  exact Finset.sum_comm
```

Taking \(q=X_j\) leaves one term, \(E(X_iX_j)=K_{ij}\).

```lean
/-- The second moments of a Gaussian expectation are the entries of its covariance matrix. -/
theorem IsGaussian.two_point (h : IsGaussian K E) (i j : Fin n) : E (X i * X j) = K i j := by
  rw [h.parts]
  simp [MvPolynomial.pderiv_X, Pi.single_apply, apply_ite E, h.one]
```

Because \(X_iX_j=X_jX_i\), symmetry of \(K\) follows.

```lean
/-- The covariance matrix of a Gaussian expectation is symmetric. -/
theorem IsGaussian.covariance_symm (h : IsGaussian K E) : K.IsSymm :=
  Matrix.IsSymm.ext fun i j => by
    rw [← h.two_point i j, ← h.two_point j i, mul_comm]
```

## The recurrence and the Wick rule

The device that carries the recurrence is Mathlib's `Derivation`: a linear map obeying the product rule. Since `pderiv j` is one, `Derivation.leibniz_pow` supplies the power rule algebraically, without limits. It produces a natural-number multiple, which `Nat.cast_smul_eq_nsmul` turns into the real factor \(p+1\).

```lean
/-- Moment recurrence: raising the power of a linear form by two multiplies its Gaussian
expectation by `(p + 1) tᵀ K t`, where `p` is the lower power. -/
theorem IsGaussian.power_recurrence (h : IsGaussian K E) (t : Fin n → ℝ) (p : ℕ) :
    E (linearForm t ^ (p + 2)) = (p + 1) * (t ⬝ᵥ K *ᵥ t) * E (linearForm t ^ p) := by
  -- the chain rule for a power of the linear form
  have d : ∀ j, pderiv j (linearForm t ^ (p + 1)) = ((p + 1 : ℝ) * t j) • linearForm t ^ p := by
    intro j
    rw [Derivation.leibniz_pow, pderiv_linearForm]
    simp only [Nat.add_sub_cancel, smul_eq_mul, mul_smul_comm, mul_one]
    rw [← Nat.cast_smul_eq_nsmul ℝ, smul_smul, Nat.cast_add, Nat.cast_one]
  rw [show linearForm t ^ (p + 2) = linearForm t * linearForm t ^ (p + 1) by ring, h.linear]
  simp only [d, map_smul, smul_eq_mul]
  rw [Matrix.dotProduct_mulVec, dotProduct, Finset.mul_sum, Finset.sum_mul]
  exact Finset.sum_congr rfl fun j _ => by ring
```

In the theorem, `t ⬝ᵥ K *ᵥ t` is \(t^TKt\) and `‼` is the double factorial. Natural-number subtraction makes `2 * k - 1` zero at \(k=0\), where \(0!!=1\) agrees with the convention for \((-1)!!\). The auxiliary `df` is the double-factorial step, and the induction treats both parities together.

```lean
/-- Wick rule: under a Gaussian expectation with covariance `K`, the power `2k` of `∑ t_i X_i`
has the value `(2k-1)!! (tᵀ K t)^k`, read as `1` for `k = 0`, and every odd power has the
value zero. -/
theorem wick_rule (h : IsGaussian K E) (t : Fin n → ℝ) (k : ℕ) :
    E (linearForm t ^ (2 * k)) = ((2 * k - 1)‼ : ℕ) * (t ⬝ᵥ K *ᵥ t) ^ k ∧
      E (linearForm t ^ (2 * k + 1)) = 0 := by
  have df : ∀ k : ℕ, (2 * (k + 1) - 1)‼ = (2 * k + 1) * (2 * k - 1)‼ := by
    intro k
    cases k with
    | zero => simp [Nat.doubleFactorial]
    | succ k =>
      rw [show 2 * (k + 1 + 1) - 1 = (2 * k + 1) + 2 by omega,
        show 2 * (k + 1) - 1 = 2 * k + 1 by omega, Nat.doubleFactorial_add_two]
      ring
  induction k with
  | zero =>
    -- the mean of a linear form vanishes, because the derivative of 1 does
    have h1 : E (linearForm t) = 0 := by simpa using h.linear t 1
    exact ⟨by simp [h.one, Nat.doubleFactorial], by simpa using h1⟩
  | succ k ih =>
    constructor
    · rw [df, show 2 * (k + 1) = 2 * k + 2 by ring, h.power_recurrence, ih.1]
      push_cast
      ring
    · rw [show 2 * (k + 1) + 1 = (2 * k + 1) + 2 by ring, h.power_recurrence, ih.2, mul_zero]
```

For a product of four coordinates, repeats allowed, the expectation is given by the pairing formula. Differentiating \(X_jX_kX_l\) removes one factor at a time, and the two-point function evaluates the remaining pair.

```lean
/-- The fourth moment of a Gaussian expectation is the sum, over the three ways to pair the four
coordinates, of the product of the covariances of the two pairs. -/
theorem four_point (h : IsGaussian K E) (i j k l : Fin n) :
    E (X i * (X j * (X k * X l))) = K i j * K k l + K i k * K j l + K i l * K j k := by
  have d : ∀ a, pderiv a (X j * (X k * X l) : MvPolynomial (Fin n) ℝ) =
      (if j = a then X k * X l else 0) + (if k = a then X j * X l else 0) +
        (if l = a then X j * X k else 0) := by
    intro a
    simp only [Derivation.leibniz, MvPolynomial.pderiv_X, Pi.single_apply, smul_eq_mul]
    split_ifs <;> ring
  rw [h.parts]
  simp only [d, map_add, apply_ite E, map_zero, h.two_point, mul_add, mul_ite, mul_zero,
    Finset.sum_add_distrib, Finset.sum_ite_eq, Finset.mem_univ, if_true]
```

## Changing coordinates

Let \(A\) be a real \(m\times n\) matrix, and let \(S\) replace \(X_i\) by \(\sum_k A_{ik}X_k\).

```lean
/-- The linear substitution `X_i ↦ ∑_k A_ik X_k` on polynomials. -/
def substitute (A : Matrix (Fin m) (Fin n) ℝ) :
    MvPolynomial (Fin m) ℝ →ₐ[ℝ] MvPolynomial (Fin n) ℝ :=
  MvPolynomial.aeval fun i => linearForm (A i)
```

The chain rule \(\partial_k(Sq)=\sum_jA_{jk}S(\partial_jq)\) gives

\[
E(S(X_iq))=\sum_k(AK)_{ik}E(\partial_k(Sq))=\sum_j(AKA^T)_{ij}E(S(\partial_jq)).
\]

Lean proves `chain` by induction on the polynomial, then rearranges the sums.

```lean
/-- A linear substitution `A` turns a Gaussian expectation with covariance `K` into one with
covariance `A K Aᵀ`. -/
theorem IsGaussian.substitute (h : IsGaussian K E) (A : Matrix (Fin m) (Fin n) ℝ) :
    IsGaussian (A * K * Aᵀ) (E ∘ₗ (substitute A).toLinearMap) := by
  have sX : ∀ i, GaussianWickRule.substitute A (X i) = linearForm (A i) := fun i => by
    simp [GaussianWickRule.substitute]
  -- the chain rule for the substitution
  have chain : ∀ k q, pderiv k (GaussianWickRule.substitute A q) =
      ∑ j, A j k • GaussianWickRule.substitute A (pderiv j q) := by
    intro k q
    induction q using MvPolynomial.induction_on
    · simp [GaussianWickRule.substitute, MvPolynomial.algebraMap_eq]
    · rename_i p q hp hq
      simp only [map_add, hp, hq, smul_add, Finset.sum_add_distrib]
    · rename_i p i hp
      simp [sX, Derivation.leibniz, pderiv_linearForm, hp, MvPolynomial.pderiv_X,
        Pi.single_apply, apply_ite (GaussianWickRule.substitute A), Finset.sum_add_distrib,
        Finset.mul_sum]
  refine ⟨by simp [h.one], fun i q => ?_⟩
  have e1 : ∀ k, (A i ᵥ* K) k = (A * K) i k := fun _ => rfl
  have e2 : ∀ j, (A * K * Aᵀ) i j = ∑ k, (A * K) i k * A j k := fun _ => Matrix.mul_apply
  simp only [LinearMap.comp_apply, AlgHom.toLinearMap_apply, map_mul, sX, h.linear, e1, chain,
    map_sum, map_smul, smul_eq_mul, e2, Finset.mul_sum, Finset.sum_mul, mul_assoc]
  exact Finset.sum_comm
```

## Functionals that satisfy the conditions

Independent unit Gaussians have one-dimensional moments \(\mu_0=1\), \(\mu_1=0\), \(\mu_{p+2}=(p+1)\mu_p\).

```lean
/-- The moments of one unit Gaussian variable, by the recurrence `μ_(p+2) = (p+1) μ_p` from
`μ_0 = 1` and `μ_1 = 0`. -/
def moment : ℕ → ℝ
  | 0 => 1
  | 1 => 0
  | p + 2 => (p + 1) * moment p
```

A linear functional is fixed by its values on monomials, here the products of these moments.

```lean
/-- The functional that sends each monomial to the product of the unit Gaussian moments of
its exponents. -/
def unitGaussian (n : ℕ) : MvPolynomial (Fin n) ℝ →ₗ[ℝ] ℝ :=
  (MvPolynomial.basisMonomials (Fin n) ℝ).constr ℝ fun s => ∏ i, moment (s i)
```

For a monomial with exponents \(u\), multiplication by \(X_i\) changes only the \(i\)-th factor, to \(\mu_{u_i+1}=u_i\mu_{u_i-1}\). This is also what \(\partial_i\) produces; at \(u_i=0\) both sides vanish. In Lean, `split` isolates that factor, `ms` is the moment identity, and linearity extends the result to all polynomials.

```lean
/-- The product functional of unit Gaussian moments is a Gaussian expectation whose covariance
is the identity matrix. -/
theorem unitGaussian_isGaussian (n : ℕ) : IsGaussian 1 (unitGaussian n) := by
  have val : ∀ (s : Fin n →₀ ℕ) (a : ℝ),
      unitGaussian n (monomial s a) = a * ∏ i, moment (s i) := by
    intro s a
    have h := (MvPolynomial.basisMonomials (Fin n) ℝ).constr_basis ℝ
      (fun s => ∏ i, moment (s i)) s
    rw [MvPolynomial.coe_basisMonomials] at h
    have e : monomial s a = a • monomial s (1 : ℝ) := by
      rw [MvPolynomial.smul_monomial, smul_eq_mul, mul_one]
    rw [e, map_smul, smul_eq_mul]
    exact congrArg (a * ·) h
  have ms : ∀ p : ℕ, moment (p + 1) = p * moment (p - 1) := by
    intro p
    cases p <;> simp [moment]
  refine ⟨?_, fun i q => ?_⟩
  · have h := val 0 1
    simpa [moment] using h
  simp only [Matrix.one_apply, ite_mul, one_mul, zero_mul, Finset.sum_ite_eq, Finset.mem_univ,
    if_true]
  refine MvPolynomial.induction_on' q ?_ ?_
  · intro u a
    -- only the factor of the coordinate i changes
    have split : ∀ v : Fin n →₀ ℕ, (∀ j, j ≠ i → v j = u j) →
        ∏ j, moment (v j) = moment (v i) * ∏ j ∈ Finset.univ.erase i, moment (u j) := by
      intro v hv
      rw [← Finset.mul_prod_erase Finset.univ (fun j => moment (v j)) (Finset.mem_univ i)]
      congr 1
      exact Finset.prod_congr rfl fun j hj => by simp only [hv j (Finset.ne_of_mem_erase hj)]
    have e1 : (Finsupp.single i 1 + u : Fin n →₀ ℕ) i = u i + 1 := by simp [add_comm]
    have e2 : (u - Finsupp.single i 1 : Fin n →₀ ℕ) i = u i - 1 := by simp
    rw [MvPolynomial.X, MvPolynomial.monomial_mul, one_mul, MvPolynomial.pderiv_monomial,
      val, val,
      split (Finsupp.single i 1 + u) (fun j hj => by simp [hj.symm]),
      split (u - Finsupp.single i 1) (fun j hj => by simp [hj.symm]),
      e1, e2, ms]
    ring
  · intro p q hp hq
    simp only [mul_add, map_add, hp, hq]
```

Substituting \(A\) gives covariance \(AA^T\), including correlated coordinates whenever this matrix has nonzero off-diagonal entries.

```lean
/-- For every real matrix `A`, the linear substitution `A` followed by the unit Gaussian
functional is a Gaussian expectation with covariance `A Aᵀ`. -/
theorem isGaussian_witness (A : Matrix (Fin m) (Fin n) ℝ) :
    IsGaussian (A * Aᵀ) (unitGaussian n ∘ₗ (substitute A).toLinearMap) := by
  have h := (unitGaussian_isGaussian n).substitute A
  rwa [Matrix.mul_one] at h

end

end GaussianWickRule
```

```lean
#print axioms GaussianWickRule.IsGaussian.covariance_symm
#print axioms GaussianWickRule.wick_rule
#print axioms GaussianWickRule.four_point
```

```
'GaussianWickRule.IsGaussian.covariance_symm' depends on axioms: [propext, Classical.choice, Quot.sound]
'GaussianWickRule.wick_rule' depends on axioms: [propext, Classical.choice, Quot.sound]
'GaussianWickRule.four_point' depends on axioms: [propext, Classical.choice, Quot.sound]
```
